# An explicit formula for the orthogonal projector onto the range of an idempotent matrix

Let $P$ be a complex square matrix of finite size with $P^2=P$, let $P^\dagger$ be its conjugate transpose, and set

$$D = 1 + (P-P^\dagger)^\dagger(P-P^\dagger), \qquad E = P P^\dagger D^{-1}.$$

Then $D$ is invertible and commutes with both $P$ and $P^\dagger$. The matrix $E$ is Hermitian and idempotent, satisfies $EP=P$ and $PE=E$, and has the same range as $P$. It is therefore the orthogonal projector onto that range.

An idempotent $P$ splits every vector into a part in its range and a part in its kernel. If the two subspaces are not perpendicular, $P$ is not Hermitian and the projection is oblique. The formula keeps the range and replaces the kernel by the orthogonal complement of the range. In electronic structure, if the range of $P$ is spanned by linearly independent, non-orthogonal orbitals written in an orthonormal basis, $E$ is the projector built with their inverse overlap matrix, as derived below.

## Derivation from idempotency

**Invertibility.** For any vector $v$,

$$v^\dagger D v = \|v\|^2 + \|(P-P^\dagger)v\|^2 \ge \|v\|^2 .$$

If $Dv=0$, then $v=0$, so the square matrix $D$ is invertible. Idempotency plays no part here.

**Commutation.** Taking the adjoint of $P^2=P$ gives $P^\dagger P^\dagger=P^\dagger$. Expanding $D$ and removing the squares,

$$D = 1 + P^\dagger P - P^\dagger P^\dagger - PP + PP^\dagger
= 1 - P - P^\dagger + PP^\dagger + P^\dagger P .$$

Multiply by $P$ from the left and from the right:

$$PD = P - P - PP^\dagger + PP^\dagger + PP^\dagger P = PP^\dagger P,$$
$$DP = P - P - P^\dagger P + PP^\dagger P + P^\dagger P = PP^\dagger P .$$

Hence $PD=DP$. Since $D^\dagger=D$, the adjoint of this equation is $DP^\dagger=P^\dagger D$. Multiplying each relation by $D^{-1}$ on both sides shows that $D^{-1}$ also commutes with $P$ and $P^\dagger$.

**Properties of $E$.** The rest follows by moving $D^{-1}$ through products:

$$E^\dagger = D^{-1}PP^\dagger = PP^\dagger D^{-1} = E,$$
$$EP = PP^\dagger D^{-1}P = PP^\dagger P D^{-1} = PDD^{-1} = P,$$
$$PE = P^2P^\dagger D^{-1} = E,$$
$$E^2 = E(PE) = (EP)E = PE = E .$$

A vector $Ey$ equals $P(Ey)$, so it lies in the range of $P$. A vector $Py$ equals $E(Py)$, so it lies in the range of $E$. The ranges coincide.

**Uniqueness.** Suppose that $F$ is Hermitian with $FP=P$ and $PF=F$. Then $EF=E(PF)=(EP)F=PF=F$, and likewise $FE=F(PE)=(FP)E=PE=E$. Therefore

$$F=F^\dagger=(EF)^\dagger=FE=E .$$

If $P$ is itself Hermitian, $F=P$ meets these conditions and $E=P$. Conversely, $E=P$ makes $P$ Hermitian because $E$ is.

**Dual bases.** Let $A$ and $B$ be rectangular matrices of equal shape with $B^\dagger A=1$. In terms of their columns, $b_i^\dagger a_j=\delta_{ij}$. The columns of $B$ need not span the same subspace as those of $A$. Then $P=AB^\dagger$ is idempotent, since $AB^\dagger AB^\dagger=AB^\dagger$. Let $S=A^\dagger A$ be the overlap matrix of the columns of $A$, and let $E$ belong to this $P$.

From $PA=A$ we get $EA=EPA=PA=A$, and the adjoint is $A^\dagger E=A^\dagger$. The adjoint of the duality condition is $A^\dagger B=1$. Hence

$$S\,(B^\dagger E B)=A^\dagger(PE)B=A^\dagger EB=A^\dagger B=1,$$

so $S^{-1}=B^\dagger EB$. Substituting this,

$$A S^{-1}A^\dagger = P E P^\dagger = EP^\dagger=(PE)^\dagger=E .$$

The dual vectors $B$ have disappeared from the left-hand side: different choices of $B$ give different idempotents $P$ but the same $E$.

## Matrices and conventions in Lean

The index types `n` and `m` are arbitrary finite types, so a matrix of type `Matrix n n ℂ` represents an operator in a finite basis.

```lean
import Mathlib

open Matrix
open scoped ComplexOrder

namespace ObliqueProjector

noncomputable section

variable {n m : Type*} [Fintype n] [DecidableEq n] [Fintype m] [DecidableEq m]
```

The notation `ᴴ` means conjugate transpose. It represents the physical adjoint when the underlying basis is orthonormal. In a non-orthogonal basis the adjoint involves the metric, and the theorems do not treat that case. Operators on infinite-dimensional spaces are not covered either.

```lean
/-- The matrix `D = 1 + (P - Pᴴ)ᴴ (P - Pᴴ)`, built from the anti-Hermitian
difference between `P` and its adjoint. -/
def obliqueness (P : Matrix n n ℂ) : Matrix n n ℂ :=
  1 + (P - Pᴴ)ᴴ * (P - Pᴴ)
```

This is $D$. The adjoint on the first factor fixes the sign: because $P-P^\dagger$ is anti-Hermitian, the added term is minus its ordinary square, and it is positive semidefinite.

```lean
/-- The matrix `E = P Pᴴ D⁻¹` formed from `P` and its adjoint. -/
def orthoProj (P : Matrix n n ℂ) : Matrix n n ℂ :=
  P * Pᴴ * (obliqueness P)⁻¹
```

This is $E$. The definition accepts any square matrix; idempotency enters as the hypothesis `hP : P * P = P` in the theorems about idempotent matrices.

## Positivity supplies the inverse

```lean
/-- The matrix `D` is invertible for every square matrix `P`. -/
theorem obliqueness_isUnit (P : Matrix n n ℂ) : IsUnit (obliqueness P) :=
  -- the identity plus a positive semidefinite matrix is positive definite
  (PosDef.one.add_posSemidef (posSemidef_conjTranspose_mul_self (P - Pᴴ))).isUnit
```

The proof turns on this single term. Mathlib's `posSemidef_conjTranspose_mul_self` says that a matrix of the form $M^\dagger M$ is positive semidefinite, here with $M=P-P^\dagger$. `PosDef.one` says that the identity is positive definite, and `add_posSemidef` adds the two. The final `.isUnit` turns positive definiteness into invertibility. Together these replace the estimate of $v^\dagger Dv$ made by hand, with no determinant to compute.

Positivity for complex matrices needs an order on $\mathbb C$, which the line `open scoped ComplexOrder` makes available. In that order, a number is nonnegative when it is real and nonnegative in the usual sense. Invertibility has to be established separately because Mathlib's `⁻¹` is defined for singular matrices too, where it does not give an inverse.

```lean
/-- The matrix `D` is Hermitian. -/
theorem obliqueness_hermitian (P : Matrix n n ℂ) :
    (obliqueness P)ᴴ = obliqueness P := by
  simp only [obliqueness, conjTranspose_add, conjTranspose_one, conjTranspose_mul,
    conjTranspose_conjTranspose]
```

Hermiticity of $D$ follows by distributing the adjoint over the sum and the product.

## The two products with $D$

```lean
/-- For an idempotent matrix `P`, multiplying by `D` from either side gives `P Pᴴ P`. -/
theorem mul_obliqueness {P : Matrix n n ℂ} (hP : P * P = P) :
    P * obliqueness P = P * Pᴴ * P ∧ obliqueness P * P = P * Pᴴ * P := by
  have hQ : Pᴴ * Pᴴ = Pᴴ := by rw [← conjTranspose_mul, hP]
  -- idempotency removes the squares from D
  have hD : obliqueness P = 1 - P - Pᴴ + P * Pᴴ + Pᴴ * P := by
    calc obliqueness P = 1 + (Pᴴ - P) * (P - Pᴴ) := by
          rw [obliqueness, conjTranspose_sub, conjTranspose_conjTranspose]
      _ = 1 + (Pᴴ * P - Pᴴ * Pᴴ - P * P + P * Pᴴ) := by noncomm_ring
      _ = 1 - P - Pᴴ + P * Pᴴ + Pᴴ * P := by rw [hQ, hP]; abel
  constructor
  · calc P * obliqueness P
        = P - P * P - P * Pᴴ + P * P * Pᴴ + P * Pᴴ * P := by rw [hD]; noncomm_ring
      _ = P * Pᴴ * P := by rw [hP]; abel
  · calc obliqueness P * P
        = P - P * P - Pᴴ * P + P * Pᴴ * P + Pᴴ * (P * P) := by rw [hD]; noncomm_ring
      _ = P * Pᴴ * P := by rw [hP]; abel
```

The theorem states both halves of the calculation, $PD=PP^\dagger P$ and $DP=PP^\dagger P$. The auxiliary equation `hD` is the expanded form of $D$. The tactic `noncomm_ring` multiplies out brackets while keeping the order of the factors, `hP` and `hQ` remove squares, and `abel` cancels terms in the sum.

```lean
/-- For an idempotent matrix `P`, the matrix `D` commutes with `P` and with its adjoint. -/
theorem obliqueness_commutes {P : Matrix n n ℂ} (hP : P * P = P) :
    P * obliqueness P = obliqueness P * P ∧
      Pᴴ * obliqueness P = obliqueness P * Pᴴ := by
  have h : P * obliqueness P = obliqueness P * P :=
    (mul_obliqueness hP).1.trans (mul_obliqueness hP).2.symm
  refine ⟨h, ?_⟩
  have h' := congrArg conjTranspose h
  simp only [conjTranspose_mul, obliqueness_hermitian] at h'
  exact h'.symm
```

The first commutation relation joins the two products at their common value. The second is its adjoint: `congrArg conjTranspose` applies the conjugate transpose to both sides, and the simplification uses $D^\dagger=D$.

## The projector and its range

```lean
/-- For an idempotent matrix `P`, the matrix `D` is invertible and `E = P Pᴴ D⁻¹` is a Hermitian
idempotent with `E P = P`, `P E = E` and the same range as `P`. -/
theorem orthoProj_spec {P : Matrix n n ℂ} (hP : P * P = P) :
    IsUnit (obliqueness P) ∧ (orthoProj P)ᴴ = orthoProj P ∧
      orthoProj P * orthoProj P = orthoProj P ∧
      orthoProj P * P = P ∧ P * orthoProj P = orthoProj P ∧
      Set.range (fun v => orthoProj P *ᵥ v) = Set.range (fun v => P *ᵥ v) := by
  have hdet := (Matrix.isUnit_iff_isUnit_det _).1 (obliqueness_isUnit P)
  have h1 := Matrix.mul_nonsing_inv _ hdet
  have h2 := Matrix.nonsing_inv_mul _ hdet
  obtain ⟨c1, c2⟩ := obliqueness_commutes hP
  -- whatever commutes with D commutes with its inverse
  have key : ∀ X : Matrix n n ℂ, X * obliqueness P = obliqueness P * X →
      (obliqueness P)⁻¹ * X = X * (obliqueness P)⁻¹ := by
    intro X hX
    calc (obliqueness P)⁻¹ * X
        = (obliqueness P)⁻¹ * (X * obliqueness P) * (obliqueness P)⁻¹ := by
          rw [mul_assoc, mul_assoc, h1, mul_one]
      _ = X * (obliqueness P)⁻¹ := by rw [hX, ← mul_assoc, h2, one_mul]
  have hH : (orthoProj P)ᴴ = orthoProj P := by
    rw [orthoProj, conjTranspose_mul, conjTranspose_nonsing_inv, obliqueness_hermitian,
      conjTranspose_mul, conjTranspose_conjTranspose]
    apply key
    rw [mul_assoc, c2, ← mul_assoc, c1, mul_assoc]
  have hEP : orthoProj P * P = P := by
    rw [orthoProj, mul_assoc, key P c1, ← mul_assoc, ← (mul_obliqueness hP).1,
      mul_assoc, h1, mul_one]
  have hPE : P * orthoProj P = orthoProj P := by
    rw [orthoProj, ← mul_assoc, ← mul_assoc, hP]
  have hEE : orthoProj P * orthoProj P = orthoProj P := by
    calc orthoProj P * orthoProj P = orthoProj P * (P * orthoProj P) := by rw [hPE]
      _ = orthoProj P := by rw [← mul_assoc, hEP, hPE]
  refine ⟨obliqueness_isUnit P, hH, hEE, hEP, hPE, ?_⟩
  ext x
  constructor
  · rintro ⟨y, rfl⟩
    refine ⟨orthoProj P *ᵥ y, ?_⟩
    show P *ᵥ (orthoProj P *ᵥ y) = orthoProj P *ᵥ y
    rw [mulVec_mulVec, hPE]
  · rintro ⟨y, rfl⟩
    refine ⟨P *ᵥ y, ?_⟩
    show orthoProj P *ᵥ (P *ᵥ y) = P *ᵥ y
    rw [mulVec_mulVec, hEP]
```

The conclusion lists, in order, the invertibility of $D$, then $E^\dagger=E$, $E^2=E$, $EP=P$, $PE=E$ and equality of ranges. The expression `P *ᵥ v` is the matrix acting on a vector, so `Set.range` collects all vectors of the form $Pv$.

The local statement `key` proves that any $X$ commuting with $D$ also commutes with $D^{-1}$, by inserting $DD^{-1}$ and exchanging $X$ with $D$. For `hH` it is applied to $X=PP^\dagger$, and for `hEP` to $X=P$. The step that rewrites with `mul_obliqueness` in reverse is the replacement of $PP^\dagger P$ by $PD$. The last part of the proof gives the two inclusions of ranges, with $Ey$ and $Py$ as the required preimages.

## Uniqueness and the Hermitian case

```lean
/-- For an idempotent matrix `P`, a Hermitian matrix `F` with `F P = P` and `P F = F` equals `E`. -/
theorem orthoProj_unique {P F : Matrix n n ℂ} (hP : P * P = P) (hF : Fᴴ = F)
    (hFP : F * P = P) (hPF : P * F = F) : F = orthoProj P := by
  obtain ⟨_, hH, _, hEP, hPE, _⟩ := orthoProj_spec hP
  have hEF : orthoProj P * F = F := by
    calc orthoProj P * F = orthoProj P * (P * F) := by rw [hPF]
      _ = F := by rw [← mul_assoc, hEP, hPF]
  have hFE : F * orthoProj P = orthoProj P := by
    calc F * orthoProj P = F * (P * orthoProj P) := by rw [hPE]
      _ = orthoProj P := by rw [← mul_assoc, hFP, hPE]
  -- the adjoint exchanges the two products
  calc F = (orthoProj P * F)ᴴ := by rw [hEF, hF]
    _ = F * orthoProj P := by rw [conjTranspose_mul, hF, hH]
    _ = orthoProj P := hFE
```

The hypotheses on $F$ are Hermiticity and the two product relations; idempotency of $F$ need not be assumed. The equations `hEF` and `hFE` are $EF=F$ and $FE=E$, and the final chain takes the adjoint of the first.

```lean
/-- A projector `P` coincides with `E` exactly when it is Hermitian. -/
theorem orthoProj_eq_self_iff {P : Matrix n n ℂ} (hP : P * P = P) :
    orthoProj P = P ↔ Pᴴ = P := by
  constructor
  · intro h
    have hH := (orthoProj_spec hP).2.1
    rwa [h] at hH
  · intro h
    exact (orthoProj_unique hP h hP hP).symm
```

One direction transfers Hermiticity from $E$ to $P$. The other applies uniqueness with $F=P$, where both product relations reduce to $P^2=P$.

## Dual bases and the inverse overlap

```lean
/-- If the columns of `A` and `B` are dual bases, `Bᴴ A = 1`, then the overlap matrix `Aᴴ A` is
invertible and `E` for the matrix `A Bᴴ` is `A (Aᴴ A)⁻¹ Aᴴ`. -/
theorem orthoProj_dual_bases {A B : Matrix n m ℂ} (h : Bᴴ * A = 1) :
    IsUnit (Aᴴ * A) ∧ orthoProj (A * Bᴴ) = A * (Aᴴ * A)⁻¹ * Aᴴ := by
  have hP : A * Bᴴ * (A * Bᴴ) = A * Bᴴ := by
    rw [Matrix.mul_assoc, ← Matrix.mul_assoc Bᴴ, h, Matrix.one_mul]
  obtain ⟨_, hH, _, hEP, hPE, _⟩ := orthoProj_spec hP
  generalize orthoProj (A * Bᴴ) = E at hH hEP hPE ⊢
  have hEA : E * A = A := by
    calc E * A = E * (A * Bᴴ) * A := by
          rw [Matrix.mul_assoc, Matrix.mul_assoc, h, Matrix.mul_one]
      _ = A := by rw [hEP, Matrix.mul_assoc, h, Matrix.mul_one]
  have hAE : Aᴴ * E = Aᴴ := by
    have h' := congrArg conjTranspose hEA
    rwa [conjTranspose_mul, hH] at h'
  have hAB : Aᴴ * B = 1 := by
    have h' := congrArg conjTranspose h
    rwa [conjTranspose_mul, conjTranspose_conjTranspose, conjTranspose_one] at h'
  -- the inverse overlap is E seen from the dual basis
  have hinv : Aᴴ * A * (Bᴴ * E * B) = 1 := by
    calc Aᴴ * A * (Bᴴ * E * B) = Aᴴ * (A * Bᴴ * E) * B := by
          simp only [Matrix.mul_assoc]
      _ = 1 := by rw [hPE, hAE, hAB]
  refine ⟨⟨⟨_, _, hinv, mul_eq_one_comm.mp hinv⟩, rfl⟩, ?_⟩
  rw [Matrix.inv_eq_right_inv hinv]
  symm
  calc A * (Bᴴ * E * B) * Aᴴ = A * Bᴴ * E * (A * Bᴴ)ᴴ := by
        simp only [conjTranspose_mul, conjTranspose_conjTranspose, Matrix.mul_assoc]
    _ = (A * Bᴴ * E)ᴴ := by rw [conjTranspose_mul (A * Bᴴ) E, hH, hPE]
    _ = E := by rw [hPE, hH]
```

The rows of `A` and `B` are labelled by the basis index type `n`, and their columns by `m`, which labels the orbitals or other vectors. The duality condition `Bᴴ * A = 1` is a hypothesis. It forces the columns of `A` to be linearly independent, and the theorem concludes that the overlap matrix is invertible.

After `orthoProj_spec` has supplied the properties of $E$, `generalize` replaces the explicit expression by a plain letter, so that only those properties are used. The equations `hEA`, `hAE` and `hAB` are $EA=A$, $A^\dagger E=A^\dagger$ and $A^\dagger B=1$. They lead to `hinv`, which exhibits $B^\dagger EB$ as a right inverse of the overlap. For square matrices a right inverse is also a left inverse, which `mul_eq_one_comm` provides. The closing calculation is $PEP^\dagger=E$.

## A tilted dual vector in the plane

```lean
/-- The first basis vector of the plane, as a column. -/
def ket : Matrix (Fin 2) (Fin 1) ℂ := !![1; 0]

/-- A dual vector to `ket`, tilted by the complex number `t`. -/
def dualKet (t : ℂ) : Matrix (Fin 2) (Fin 1) ℂ := !![1; star t]
```

The vector `ket` is $a=(1,0)^T$, and `dualKet t` is $b=(1,\bar t)^T$ for a complex number $t$. Duality fixes $b^\dagger a=1$, so $b$ is not normalised in general: its norm is $\sqrt{1+|t|^2}$. The overlap of the two normalised vectors is $1/\sqrt{1+|t|^2}$.

```lean
/-- The vectors `ket` and `dualKet t` are dual, `ket * (dualKet t)ᴴ` is the idempotent `!![1, t; 0,
0]`, and its `E` is `!![1, 0; 0, 0]` for every tilt `t`. -/
theorem dual_bases_witness (t : ℂ) :
    (dualKet t)ᴴ * ket = 1 ∧ ket * (dualKet t)ᴴ = !![1, t; 0, 0] ∧
      !![1, t; 0, 0] * !![1, t; 0, 0] = !![1, t; 0, 0] ∧
      orthoProj !![1, t; 0, 0] = !![1, 0; 0, 0] := by
  have hP : !![1, t; 0, 0] * !![1, t; 0, 0] = !![1, t; 0, 0] := by
    ext i j
    fin_cases i <;> fin_cases j <;> simp [Matrix.mul_apply, Fin.sum_univ_succ]
  refine ⟨?_, ?_, hP, (orthoProj_unique hP ?_ ?_ ?_).symm⟩ <;>
    ext i j <;> fin_cases i <;> fin_cases j <;>
    simp [ket, dualKet, Matrix.mul_apply, Fin.sum_univ_succ, conjTranspose_apply]

end

end ObliqueProjector
```

The projector formed from the two vectors is

$$P=ab^\dagger=\begin{pmatrix}1&t\\0&0\end{pmatrix}.$$

By hand, $D=(1+|t|^2)\,1$ and $PP^\dagger=(1+|t|^2)\,\mathrm{diag}(1,0)$, so that $E=\mathrm{diag}(1,0)$ for every $t$. The Lean proof reaches the same value without inverting $D$: it checks that $\mathrm{diag}(1,0)$ is Hermitian and satisfies the two product relations, then applies `orthoProj_unique`. The matrix identities are verified entry by entry with `fin_cases` and `simp`. At $t=0$ the two vectors coincide and $P$ is already the orthogonal projector.

```lean
#print axioms ObliqueProjector.orthoProj_spec
-- 'ObliqueProjector.orthoProj_spec' depends on axioms: [propext, Classical.choice, Quot.sound]
#print axioms ObliqueProjector.orthoProj_eq_self_iff
-- 'ObliqueProjector.orthoProj_eq_self_iff' depends on axioms: [propext, Classical.choice, Quot.sound]
#print axioms ObliqueProjector.orthoProj_dual_bases
-- 'ObliqueProjector.orthoProj_dual_bases' depends on axioms: [propext, Classical.choice, Quot.sound]
```

## Solving for the projector numerically

In a program the inverse of $D$ need not be formed. Since $D^{-1}$ commutes with $PP^\dagger$, the projector solves the linear system $DE=PP^\dagger$. With NumPy imported as `np` and an idempotent array `P`, this reads:

```python
K = P - P.conj().T
D = np.eye(P.shape[0]) + K.conj().T @ K
E = np.linalg.solve(D, P @ P.conj().T)
```

Because $D$ is Hermitian and positive definite, a Cholesky factorisation can also be used for the solve. Its eigenvalues are at least one, and a strongly oblique $P$ makes the largest of them large. The system is then ill-conditioned if other eigenvalues stay close to one; in the plane example above they are all equal and the condition number is one. In floating-point arithmetic, the sizes of $E-E^\dagger$, $EP-P$ and $PE-E$ measure how well the computed matrix meets the conditions that determine $E$.

When the spanning vectors $A$ are known, one can instead solve $SX=A^\dagger$ with $S=A^\dagger A$ and set $E=AX$. This system has the size of the number of vectors, which for a few orbitals in a large basis is much smaller than that of $D$. Nearly dependent vectors make $S$ ill-conditioned. If the coefficients refer to non-orthogonal atomic orbitals, the overlap of those basis functions must enter both $S$ and the adjoint, and the snippet above does not apply as it stands.
